# Shifting the G = 0 potential coefficient leaves the work function unchanged at fixed electron number

Add a real constant $C$ to the $G=0$ Fourier coefficient of a real local potential. At positive temperature and fixed electron number, the work function computed in a finite, nonempty plane-wave basis stays the same. The chemical potential it refers to is unique.

This is why the convention chosen for the average potential in a periodic slab calculation does not affect the work function, here for a given one-electron Hamiltonian at a single k-point, without self-consistency.

## Occupations and electron number

Let $H$ be a Hermitian matrix with rows and columns labelled by a finite set $n$ of $|n|$ elements, and let $\varepsilon_i$ be its eigenvalues. With the temperature $T$ in energy units and chemical potential $\mu$, define

$$f_T(\mu,\varepsilon)=\frac{1}{e^{(\varepsilon-\mu)/T}+1},\qquad N_H(\mu)=\sum_i f_T(\mu,\varepsilon_i).$$

Each state holds at most one electron. The plane-wave model below has no spin label, so there $N_H$ counts the electrons of a single spin channel. In Lean, $|n|$ is `Fintype.card n`, and `hH` is the proof of hermiticity from which Mathlib obtains the real eigenvalues.

```lean
import Mathlib

open Filter Topology

namespace PlaneWaveWorkFunction

noncomputable section

variable {n : Type*} [Fintype n] [DecidableEq n]

/-- Fermi occupation of a level `ε` at chemical potential `μ` and temperature `T ≠ 0`,
with `T` in energy units. -/
def fermi (T μ ε : ℝ) : ℝ := 1 / (Real.exp ((ε - μ) / T) + 1)

/-- Sum of the Fermi occupations over the eigenvalues of a Hermitian matrix, for `T ≠ 0`. -/
def electronNumber {H : Matrix n n ℂ} (hH : H.IsHermitian) (T μ : ℝ) : ℝ :=
  ∑ i, fermi T μ (hH.eigenvalues i)
```

### (a) Monotonicity in the chemical potential

Let $T>0$ and let the basis be nonempty. Show that

$$a<b\;\Longrightarrow\;N_H(a)<N_H(b).$$

**Solution.** For each level, $(\varepsilon_i-b)/T<(\varepsilon_i-a)/T$. The exponential preserves this order, so the positive denominator of $f_T$ is smaller at $b$ and the occupation is larger. Summing strict inequalities over at least one level gives the claim.

```lean
/-- At positive temperature, and for a nonempty basis, the electron number increases strictly
with the chemical potential. -/
theorem electronNumber_strictMono [Nonempty n] {H : Matrix n n ℂ} (hH : H.IsHermitian)
    {T : ℝ} (hT : 0 < T) : StrictMono (electronNumber hH T) := by
  intro a b hab
  refine Finset.sum_lt_sum_of_nonempty Finset.univ_nonempty fun i _ => ?_
  refine one_div_lt_one_div_of_lt (by positivity) ?_
  gcongr
```

`one_div_lt_one_div_of_lt` reduces the comparison to the denominators, and `gcongr` compares the exponentials. For an empty basis the sum is constantly zero.

### (b) One chemical potential for each admissible number

Let $T>0$ and $0<N<|n|$. Show that

$$N_H(\mu)=N\quad\text{for exactly one real }\mu.$$

**Solution.** $N_H$ is a finite sum of continuous functions. As $\mu\to-\infty$, every exponential diverges and every occupation tends to $0$; as $\mu\to\infty$, every exponential vanishes and every occupation tends to $1$. Hence $N_H$ tends to $0$ and $|n|$ respectively. There are then points $a$ and $b$ with $N_H(a)<N<N_H(b)$, and the intermediate value theorem gives a solution. By (a) there is no second one.

```lean
/-- At positive temperature, every electron number strictly between zero and the number of
states is attained at exactly one chemical potential. -/
theorem fermi_level_existsUnique {H : Matrix n n ℂ} (hH : H.IsHermitian) {T N : ℝ}
    (hT : 0 < T) (h0 : 0 < N) (hN : N < Fintype.card n) :
    ∃! μ, electronNumber hH T μ = N := by
  have : Nonempty n := Fintype.card_pos_iff.mp (by exact_mod_cast h0.trans hN)
  have hcont : Continuous (electronNumber hH T) := by
    refine continuous_finsetSum _ fun i _ => ?_
    exact Continuous.div continuous_const (by fun_prop) (fun μ => by positivity)
  -- all levels empty out as μ → -∞
  have hbot : Tendsto (electronNumber hH T) atBot (𝓝 0) := by
    have h : ∀ ε : ℝ, Tendsto (fun μ => fermi T μ ε) atBot (𝓝 0) := by
      intro ε
      have h1 : Tendsto (fun μ : ℝ => ε - μ) atBot atTop := by
        simpa only [sub_eq_add_neg] using
          tendsto_atTop_add_const_left atBot ε tendsto_neg_atBot_atTop
      simp only [fermi, one_div]
      exact tendsto_inv_atTop_zero.comp (tendsto_atTop_add_const_right _ 1
        (Real.tendsto_exp_atTop.comp (h1.atTop_div_const hT)))
    have hs := tendsto_finsetSum Finset.univ fun i _ => h (hH.eigenvalues i)
    rw [Finset.sum_const_zero] at hs
    exact hs
  -- all levels fill up as μ → ∞
  have htop : Tendsto (electronNumber hH T) atTop (𝓝 (Fintype.card n : ℝ)) := by
    have h : ∀ ε : ℝ, Tendsto (fun μ => fermi T μ ε) atTop (𝓝 1) := by
      intro ε
      have h1 : Tendsto (fun μ : ℝ => ε - μ) atTop atBot := by
        simpa only [sub_eq_add_neg] using
          tendsto_atBot_add_const_left atTop ε tendsto_neg_atTop_atBot
      have h2 := ((Real.tendsto_exp_atBot.comp (h1.atBot_div_const hT)).add_const 1).inv₀
        (by norm_num)
      rw [zero_add, inv_one] at h2
      simp only [fermi, one_div]
      exact h2
    have hs := tendsto_finsetSum Finset.univ fun i _ => h (hH.eigenvalues i)
    have hc : ∑ _i : n, (1 : ℝ) = Fintype.card n := by simp
    rw [hc] at hs
    exact hs
  obtain ⟨a, ha⟩ := (hbot.eventually_lt_const h0).exists
  obtain ⟨b, hb⟩ := (htop.eventually_const_lt hN).exists
  obtain ⟨μ, hμ⟩ := mem_range_of_exists_le_of_exists_ge hcont ⟨a, ha.le⟩ ⟨b, hb.le⟩
  exact ⟨μ, hμ, fun y hy => (electronNumber_strictMono hH hT).injective (hy.trans hμ.symm)⟩
```

The quantifier `∃!` means "exactly one". The limits are `hbot` and `htop`, and `mem_range_of_exists_le_of_exists_ge` is the intermediate value step. The bounds on $N$ already force the basis to be nonempty.

### (c) The attainable electron numbers

Let $T>0$ and let the basis be nonempty. Show that

$$\bigl(\exists\mu,\;N_H(\mu)=N\bigr)\iff 0<N<|n|.$$

**Solution.** The denominator of $f_T$ exceeds $1$, so each occupation lies strictly between $0$ and $1$. Summing over the $|n|\ge1$ levels gives $0<N_H(\mu)<|n|$. The converse is (b). A completely filled basis is therefore only a limit.

```lean
/-- At positive temperature, and for a nonempty basis, a chemical potential for `N` electrons
exists exactly when `N` lies strictly between zero and the number of states. -/
theorem fermi_level_exists_iff [Nonempty n] {H : Matrix n n ℂ} (hH : H.IsHermitian)
    {T N : ℝ} (hT : 0 < T) :
    (∃ μ, electronNumber hH T μ = N) ↔ 0 < N ∧ N < Fintype.card n := by
  constructor
  · rintro ⟨μ, rfl⟩
    constructor
    · refine Finset.sum_pos (fun i _ => ?_) Finset.univ_nonempty
      unfold fermi
      positivity
    · have hc : ∑ _i : n, (1 : ℝ) = Fintype.card n := by simp
      rw [← hc]
      refine Finset.sum_lt_sum_of_nonempty Finset.univ_nonempty fun i _ => ?_
      rw [fermi, div_lt_one (by positivity)]
      linarith [Real.exp_pos ((hH.eigenvalues i - μ) / T)]
  · rintro ⟨h0, hN⟩
    exact (fermi_level_existsUnique hH hT h0 hN).exists
```

The two halves of `constructor` are the two directions; the first sums the bounds on single occupations.

### (d) The spectrum under a constant shift

Let $H'=H+C\,\mathbb 1$ with $C$ real, and let $\varepsilon'_i$ be the eigenvalues of $H'$. Show that for every function $g:\mathbb R\to\mathbb R$

$$\sum_i g(\varepsilon'_i)=\sum_i g(\varepsilon_i+C).$$

**Solution.** The characteristic polynomial of $H'$ is

$$\det(t\mathbb 1-H')=\det\bigl((t-C)\mathbb 1-H\bigr)=\prod_i\bigl(t-(\varepsilon_i+C)\bigr).$$

It also equals $\prod_i(t-\varepsilon'_i)$. The two lists of roots agree with multiplicities, up to order, and the order does not affect a sum.

```lean
/-- Adding `C` times the identity to a Hermitian matrix moves its spectrum by `C`, with
multiplicities: sums of any function over the eigenvalues agree after the shift. -/
theorem sum_eigenvalues_shift {H H' : Matrix n n ℂ} (hH : H.IsHermitian)
    (hH' : H'.IsHermitian) {C : ℝ} (h : H' = H + (C : ℂ) • 1) (g : ℝ → ℝ) :
    ∑ i, g (hH'.eigenvalues i) = ∑ i, g (hH.eigenvalues i + C) := by
  have hc : H.charpoly = ∏ i, (Polynomial.X - Polynomial.C ((hH.eigenvalues i : ℝ) : ℂ)) :=
    hH.charpoly_eq
  have hc' : H'.charpoly = ∏ i, (Polynomial.X - Polynomial.C ((hH'.eigenvalues i : ℝ) : ℂ)) :=
    hH'.charpoly_eq
  -- the characteristic polynomial is translated by C
  have hp : H'.charpoly =
      ∏ i, (Polynomial.X - Polynomial.C ((hH.eigenvalues i + C : ℝ) : ℂ)) := by
    apply Polynomial.funext
    intro t
    have e : Matrix.scalar n t - H' = Matrix.scalar n (t - (C : ℂ)) - H := by
      have hs : Matrix.scalar n (C : ℂ) = (C : ℂ) • 1 := by
        simp [Matrix.scalar_apply, Matrix.smul_one_eq_diagonal]
      rw [h, map_sub, hs]
      abel
    rw [Matrix.eval_charpoly, e, ← Matrix.eval_charpoly, hc, Polynomial.eval_prod,
      Polynomial.eval_prod]
    refine Finset.prod_congr rfl fun i _ => ?_
    simp only [Polynomial.eval_sub, Polynomial.eval_X, Polynomial.eval_C, Complex.ofReal_add]
    ring
  have roots : ∀ f : n → ℂ, (∏ i, (Polynomial.X - Polynomial.C (f i))).roots =
      Finset.univ.val.map f := by
    intro f
    have hf := Polynomial.roots_multiset_prod_X_sub_C (Finset.univ.val.map f)
    rw [Multiset.map_map] at hf
    exact hf
  -- equal polynomials have equal multisets of roots
  have hr := (roots _).symm.trans
    ((congrArg Polynomial.roots (hc'.symm.trans hp)).trans (roots _))
  have hg := congrArg (fun s : Multiset ℂ => (s.map fun z => g z.re).sum) hr
  simp only [Multiset.map_map, Function.comp_def, Complex.ofReal_re] at hg
  exact hg
```

`hp` is the displayed factorisation, proved by evaluating both polynomials at `t`. The equality of root multisets is `hr`. Since these roots are complex numbers, the last step applies `g` to their real parts. Stating the result for sums avoids having to match the eigenvalue labels of the two matrices.

### (e) The chemical potential under a constant shift

With $H'$ as in (d), $T>0$ and a nonempty basis, show that

$$N_{H'}(\mu')=N_H(\mu)\iff\mu'=\mu+C.$$

**Solution.** Take $g(x)=f_T(\mu+C,x)$ in (d). Occupations depend only on $\varepsilon-\mu$, so

$$N_{H'}(\mu+C)=\sum_i f_T(\mu+C,\varepsilon_i+C)=\sum_i f_T(\mu,\varepsilon_i)=N_H(\mu).$$

By (a), $N_{H'}$ takes this value nowhere else.

```lean
/-- At positive temperature, and for a nonempty basis, `H + C` at `μ'` holds as many electrons
as `H` at `μ` exactly when `μ' = μ + C`. -/
theorem fermi_level_shift [Nonempty n] {H H' : Matrix n n ℂ} (hH : H.IsHermitian)
    (hH' : H'.IsHermitian) {C T μ μ' : ℝ} (h : H' = H + (C : ℂ) • 1) (hT : 0 < T) :
    electronNumber hH' T μ' = electronNumber hH T μ ↔ μ' = μ + C := by
  have key : electronNumber hH' T (μ + C) = electronNumber hH T μ := by
    refine (sum_eigenvalues_shift hH hH' h (fermi T (μ + C))).trans
      (Finset.sum_congr rfl fun i _ => ?_)
    simp only [fermi, add_sub_add_right_eq_sub]
  rw [← key]
  exact (electronNumber_strictMono hH' hT).injective.eq_iff
```

`key` is the displayed equality, and injectivity supplies the equivalence. Nothing here refers to plane waves: $H$ may be any finite Hermitian matrix.

## The plane-wave model

Reciprocal lattice vectors are integer triples $G$, and the potential has finitely many nonzero coefficients $v(G)$. It is real when $v(-G)=\overline{v(G)}$. At fractional coordinates $r$, its value is

$$V_v(r)=\sum_G v(G)\,e^{2\pi i\,G\cdot r}.$$

The shifted coefficients are $v_C(G)=v(G)+C\,\delta_{G,0}$. On a finite set $s$ of plane waves with real kinetic energies $K(G)$, the Hamiltonian is

$$H_v(G,G')=K(G)\,\delta_{GG'}+v(G-G').$$

The work function is $\Phi_v(r,\mu)=\operatorname{Re}V_v(r)-\mu$, with $r$ meant to lie on the vacuum plateau. The code accepts any $r$ and does not test for a plateau. It also leaves $K$ arbitrary, so the k-point and the cutoff enter only through $K$ and $s$. Nonlocal pseudopotentials are absent from this Hamiltonian.

```lean
/-- Reciprocal lattice vectors, as integer triples. -/
abbrev GVec := Fin 3 → ℤ

/-- The Fourier coefficients belong to a real potential. -/
def IsRealPotential (v : GVec →₀ ℂ) : Prop := ∀ G, v (-G) = star (v G)

/-- Add the constant `C` to the `G = 0` coefficient. -/
def shiftG0 (v : GVec →₀ ℂ) (C : ℝ) : GVec →₀ ℂ := v + Finsupp.single 0 (C : ℂ)

/-- The potential at the point with fractional coordinates `r`, as a Fourier series. -/
def potential (v : GVec →₀ ℂ) (r : Fin 3 → ℝ) : ℂ :=
  v.sum fun G a => a * Complex.exp (2 * Real.pi * Complex.I * ∑ j, (G j : ℂ) * (r j : ℂ))

/-- Plane-wave Hamiltonian on the basis set `s`: kinetic energies `K G` on the diagonal plus
the potential coefficients `v (G - G')`. -/
def pwHamiltonian (s : Finset GVec) (K : GVec → ℝ) (v : GVec →₀ ℂ) : Matrix s s ℂ :=
  Matrix.diagonal (fun G : s => (K G : ℂ)) + Matrix.of fun G G' : s => v (G.1 - G'.1)

/-- Real part of the potential at the point `r`, minus the chemical potential `μ`. This is the work
function when `r` lies on the vacuum plateau, which is not required here. -/
def workFunction (v : GVec →₀ ℂ) (r : Fin 3 → ℝ) (μ : ℝ) : ℝ := (potential v r).re - μ
```

### (f) Reality of the shifted potential

For a real potential and real $C$, show that

$$v_C(-G)=\overline{v_C(G)}.$$

**Solution.** The original coefficients satisfy the relation by assumption. The added term is the real number $C$ at $G=0$ and zero at both $G$ and $-G$ otherwise, so it satisfies the relation too.

```lean
/-- A real potential stays real when a real constant is added to its `G = 0` coefficient. -/
theorem IsRealPotential.shift {v : GVec →₀ ℂ} (hv : IsRealPotential v) (C : ℝ) :
    IsRealPotential (shiftG0 v C) := by
  intro G
  have hs : Finsupp.single (0 : GVec) (C : ℂ) (-G) =
      star (Finsupp.single (0 : GVec) (C : ℂ) G) := by
    by_cases h : G = 0
    · subst h
      simp
    · rw [Finsupp.single_apply, Finsupp.single_apply,
        if_neg (fun e => h (neg_eq_zero.mp e.symm)), if_neg (Ne.symm h), star_zero]
  rw [shiftG0, Finsupp.add_apply, Finsupp.add_apply, star_add, hv G, hs]
```

`hs` treats the added term by these two cases.

### (g) Hermiticity of the Hamiltonian

For a real potential, show that

$$\overline{H_v(G',G)}=H_v(G,G').$$

**Solution.** The kinetic part is real and diagonal. For the potential part, $\overline{v(G'-G)}=v(-(G'-G))=v(G-G')$.

```lean
/-- The plane-wave Hamiltonian of a real potential is Hermitian. -/
theorem pwHamiltonian_isHermitian (s : Finset GVec) (K : GVec → ℝ) {v : GVec →₀ ℂ}
    (hv : IsRealPotential v) : (pwHamiltonian s K v).IsHermitian := by
  refine Matrix.IsHermitian.add ?_ ?_
  · rw [Matrix.IsHermitian, Matrix.diagonal_conjTranspose]
    congr 1
    funext G
    simp
  · refine Matrix.IsHermitian.ext fun G G' => ?_
    rw [Matrix.of_apply, Matrix.of_apply, ← hv, neg_sub]
```

The two bullets handle these two parts. This theorem supplies the hermiticity proof that `electronNumber` needs.

### (h) The shift in the Hamiltonian

Show that

$$H_{v_C}=H_v+C\,\mathbb 1.$$

**Solution.** The entry at $(G,G')$ gains $C\,\delta_{G-G',0}$. This is $C$ on the diagonal and zero elsewhere, because distinct plane waves have $G-G'\neq0$.

```lean
/-- Adding `C` to the `G = 0` coefficient adds `C` times the identity to the Hamiltonian. -/
theorem pwHamiltonian_shift (s : Finset GVec) (K : GVec → ℝ) (v : GVec →₀ ℂ) (C : ℝ) :
    pwHamiltonian s K (shiftG0 v C) = pwHamiltonian s K v + (C : ℂ) • 1 := by
  ext G G'
  by_cases h : G = G'
  · subst h
    simp [pwHamiltonian, shiftG0, add_assoc]
  · have h2 : G.1 - G'.1 ≠ 0 := fun e => h (Subtype.ext (sub_eq_zero.mp e))
    have h3 : Finsupp.single (0 : GVec) (C : ℂ) (G.1 - G'.1) = 0 := by
      rw [Finsupp.single_apply, if_neg h2.symm]
    simp [pwHamiltonian, shiftG0, Matrix.one_apply_ne h, h3]
```

The case split on `G = G'` separates diagonal from off-diagonal entries.

### (i) The shift in real space

Show that at every $r$

$$V_{v_C}(r)=V_v(r)+C.$$

**Solution.** The Fourier series is linear in its coefficients, and the added term contributes $C\,e^{0}=C$.

```lean
/-- Adding `C` to the `G = 0` coefficient raises the potential by `C` at every point. -/
theorem potential_shift (v : GVec →₀ ℂ) (C : ℝ) (r : Fin 3 → ℝ) :
    potential (shiftG0 v C) r = potential v r + C := by
  unfold potential shiftG0
  rw [Finsupp.sum_add_index' (fun _ => zero_mul _) (fun _ _ _ => add_mul _ _ _),
    Finsupp.sum_single_index (zero_mul _)]
  simp
```

`Finsupp.sum_add_index'` splits the series, and `Finsupp.sum_single_index` evaluates the added term.

### (j) Invariance of the work function

Let the potential be real, $T>0$ and $s$ nonempty. Suppose $N_{H_v}(\mu)=N$ and $N_{H_{v_C}}(\mu')=N$. Show that

$$\Phi_{v_C}(r,\mu')=\Phi_v(r,\mu).$$

**Solution.** By (h) and (e), $\mu'=\mu+C$. With (i),

$$\Phi_{v_C}(r,\mu')=\operatorname{Re}V_v(r)+C-(\mu+C)=\Phi_v(r,\mu).$$

```lean
/-- For a real potential, a nonempty plane-wave basis and positive temperature, the work
function at fixed electron number `N` does not depend on the `G = 0` shift `C`. -/
theorem workFunction_shift (s : Finset GVec) [Nonempty s] (K : GVec → ℝ) {v : GVec →₀ ℂ}
    (hv : IsRealPotential v) (C : ℝ) (r : Fin 3 → ℝ) {T N μ μ' : ℝ} (hT : 0 < T)
    (h : electronNumber (pwHamiltonian_isHermitian s K hv) T μ = N)
    (h' : electronNumber (pwHamiltonian_isHermitian s K (hv.shift C)) T μ' = N) :
    workFunction (shiftG0 v C) r μ' = workFunction v r μ := by
  -- the Fermi level and the vacuum level both move by C
  have hμ : μ' = μ + C :=
    (fermi_level_shift _ _ (pwHamiltonian_shift s K v C) hT).mp (h'.trans h.symm)
  rw [workFunction, workFunction, potential_shift, hμ, Complex.add_re, Complex.ofReal_re]
  ring

end

end PlaneWaveWorkFunction
```

The hypotheses `h` and `h'` fix the same electron number before and after the shift. By (b), such $\mu$ and $\mu'$ exist whenever $0<N<|s|$. The proof obtains `hμ` from part (e), rewrites the vacuum level with part (i), and leaves the cancellation to `ring`.

```lean
#print axioms PlaneWaveWorkFunction.fermi_level_exists_iff
#print axioms PlaneWaveWorkFunction.workFunction_shift
```

```
'PlaneWaveWorkFunction.fermi_level_exists_iff' depends on axioms: [propext, Classical.choice, Quot.sound]
'PlaneWaveWorkFunction.workFunction_shift' depends on axioms: [propext, Classical.choice, Quot.sound]
```
